# Of all orders for transforming equally long indices of a dense tensor one at a time by direct summation, shortest new length first needs the fewest multiplications

## From atomic-orbital to molecular-orbital integrals

A conventional second-order Møller–Plesset (MP2) calculation uses two-electron integrals $(ia|jb)$ over molecular orbitals, with $i,j$ occupied and $a,b$ virtual. What is available at the start are integrals $(\mu\nu|\lambda\sigma)$ over $n$ atomic basis functions. The four indices can be transformed one after another. With real orbital coefficients $c_{\mu i}$, a possible first step is

$$(i\nu|\lambda\sigma)=\sum_{\mu} c_{\mu i}\,(\mu\nu|\lambda\sigma).$$

The final integrals do not depend on which index is taken first, because the finite sums can be interchanged. The amount of work does depend on it. If there are $o$ occupied orbitals, the step above produces $o\,n^3$ numbers, each a sum of $n$ products, and so takes $o\,n^4$ multiplications. Starting with a virtual index would take $v\,n^4$, where $v$ is the number of virtual orbitals. The question is which order of all four steps has the smallest total.

## The cost of a sequence of steps

Take a tensor with $m$ indices, all of length $n$, and let $d_1,\dots,d_m$ be the new lengths in the order in which the indices are transformed. Number the steps $k=0,\dots,m-1$. Before step $k$, there are $k$ indices that already have their new lengths. The step produces $d_1\cdots d_{k+1}\,n^{m-k-1}$ entries, each from $n$ products, so it costs $n^{m-k}\,d_1\cdots d_{k+1}$. The total is

$$C(d_1,\dots,d_m)=\sum_{k=0}^{m-1} n^{m-k}\,d_1\cdots d_{k+1}.$$

For four indices this reads

$$C(d_1,d_2,d_3,d_4)=n^4d_1+n^3d_1d_2+n^2d_1d_2d_3+n\,d_1d_2d_3d_4 .$$

The same total has a recursive form. Write $(d,l)$ for the list that starts with $d$ and continues with the list $l$ of length $|l|$. The first step costs $d\,n^{|l|+1}$, and the rest of the work is then done once for each of the $d$ values of the new index:

$$C(d,l)=d\,\bigl(n^{|l|+1}+C(l)\bigr),\qquad C(\text{empty list})=0 .$$

## What is proved about the orderings

There are three results.

- **A nondecreasing order is optimal.** Among all orderings of given new lengths, a nondecreasing one has the least total cost (`nondecreasing_optimal`). This holds for any number of indices.
- **Only nondecreasing orders are optimal.** If $n$ and all new lengths are positive, every ordering of least cost is nondecreasing (`nondecreasing_of_optimal`).
- **Occupied before virtual.** For two occupied and two virtual indices with $o\le v$, the order $o,o,v,v$ costs no more than any other (`occupied_first_optimal`).

In the formal version an ordering is a list of natural numbers, `List ℕ`, and `transformCost n l` is $C(l)$, defined by the recursion. The statement `l'.Perm l` says that `l'` contains the same numbers as `l`, equally often, in some order. The condition `l.Pairwise (· ≤ ·)` says that every entry is at most each later one, which is what nondecreasing means. Optimality in the second result is the hypothesis `hopt`: no permutation of `l` is cheaper.

The file contains no tensors or orbitals. The multiplication count enters through the definition of `transformCost`, and its physical content is the argument given above. That count assumes a dense tensor with equal starting lengths, one index transformed at a time, and every new entry computed directly as a sum of $n$ products. It leaves out permutational symmetry of the integrals, screening of small ones, storage, and intermediates shared between different classes of integrals. Within this dense count, the result says that if there are no more occupied than virtual orbitals, no order of the four steps in an MP2 transformation is cheaper than taking the two occupied indices first.

## Exchanging neighbours and sorting

**Exchange of the first two steps.** Let $m=|l|+2$. Applying the recursion twice gives

$$C(a,b,l)=a\,n^m+ab\,n^{m-1}+ab\,C(l).$$

Only the first term changes when $a$ and $b$ are exchanged, so

$$C(b,a,l)-C(a,b,l)=(b-a)\,n^m .$$

If $a\le b$, it is at least as good to take $a$ first.

**A common first step.** If $l$ and $l'$ have the same length and $C(l)\le C(l')$, the recursion gives $C(d,l)\le C(d,l')$, since the term $d\,n^{|l|+1}$ is the same on both sides.

**Moving a short index to the front.** Let $a$ be at most every entry of a list $s$, and let $r$ be any list. Then

$$C(a,s,r)\le C(s,a,r).$$

If $s$ is empty, the two sides are equal. Otherwise write $s=(b,s')$ and assume the claim for $s'$. Then

$$C(a,b,s',r)\le C(b,a,s',r)\le C(b,s',a,r).$$

The first inequality is the exchange with $a\le b$. The second is the claim for $s'$ behind the common first step $b$.

**The nondecreasing order wins.** Use induction on the length of the sorted list. The empty list has only one ordering. Let $(a,t)$ be nondecreasing, so that $a$ is a smallest entry and $t$ is itself nondecreasing. Any competing ordering contains $a$ somewhere and has the form $(s,a,r)$, where $(s,r)$ is a rearrangement of $t$. By the induction hypothesis $C(t)\le C(s,r)$, and therefore

$$C(a,t)\le C(a,s,r)\le C(s,a,r).$$

**The converse.** Let $(a,t)$ be optimal, with $n$ and all entries positive. For any rearrangement $t'$ of $t$, optimality gives

$$a\,\bigl(n^{|t|+1}+C(t)\bigr)\le a\,\bigl(n^{|t|+1}+C(t')\bigr).$$

Dividing by $a>0$ shows $C(t)\le C(t')$. The tail is thus optimal, and by induction it is nondecreasing. If $t$ is empty, nothing remains to be shown. If $t=(b,r)$, comparison with $(b,a,r)$ gives $(b-a)\,n^m\ge 0$ with $m=|r|+2$, hence $a\le b$ because $n>0$. Since $b$ is at most every entry of $r$, so is $a$.

## Two indices, and a molecule with few virtual orbitals

The smallest case with a choice has two indices. There $C(a,b)=a\,n^2+ab\,n$, and the last step costs the same in both orders. The whole decision lies in the first term.

The condition $o\le v$ matters for the third result. Water in a minimal basis has $n=7$ functions, $o=5$ doubly occupied orbitals and $v=2$ virtual ones. Taking the occupied indices first costs $C(5,5,2,2)=23730$, while taking the virtual indices first costs $C(2,2,5,5)=7854$. The general rule for this dense count is to take the shorter lengths first, whichever orbitals they belong to.

Positivity in the second result means that there are basis functions and that no target orbital space is empty. With an empty space the ordering $0,2,1$ costs nothing and is therefore optimal, although it is not nondecreasing.

## The Lean file

```lean
import Mathlib

namespace IntegralTransformation

/-- Number of multiplications used when the indices of a dense tensor are transformed one after
another by direct summation, each from length `n` to the new length given in the list. The first
step costs `d` times `n` to the number of indices; the remaining steps are repeated for each of the
`d` values of the new index. -/
def transformCost (n : ℕ) : List ℕ → ℕ
  | [] => 0
  | d :: l => d * (n ^ (l.length + 1) + transformCost n l)

/-- The total cost is the sum over the steps, where each step costs the product of the new lengths
reached so far times one factor `n` for every index not transformed before that step. -/
theorem transformCost_eq_sum (n : ℕ) (l : List ℕ) :
    transformCost n l =
      ∑ k ∈ Finset.range l.length, n ^ (l.length - k) * (l.take (k + 1)).prod := by
  induction l with
  | nil => simp [transformCost]
  | cons d l ih =>
    -- all steps after the first carry the common factor `d`
    have hs : ∑ k ∈ Finset.range l.length,
        n ^ (l.length + 1 - (k + 1)) * ((d :: l).take (k + 1 + 1)).prod =
        d * ∑ k ∈ Finset.range l.length, n ^ (l.length - k) * (l.take (k + 1)).prod := by
      rw [Finset.mul_sum]
      apply Finset.sum_congr rfl
      intro k _
      rw [List.take_succ_cons, List.prod_cons, Nat.add_sub_add_right]
      ring
    have h0 : ((d :: l).take (0 + 1)).prod = d := by simp
    rw [transformCost, ih, List.length_cons, Finset.sum_range_succ', hs, h0, Nat.sub_zero]
    ring

/-- For four indices the steps cost `n⁴d₁`, `n³d₁d₂`, `n²d₁d₂d₃` and `n d₁d₂d₃d₄`. -/
theorem transformCost_four (n d₁ d₂ d₃ d₄ : ℕ) :
    transformCost n [d₁, d₂, d₃, d₄] =
      n ^ 4 * d₁ + n ^ 3 * (d₁ * d₂) + n ^ 2 * (d₁ * d₂ * d₃) + n * (d₁ * d₂ * d₃ * d₄) := by
  simp only [transformCost, List.length_cons, List.length_nil]
  ring

/-- Exchanging the first two transformations, to lengths `a` and `b`, changes the total cost by
`b - a` times `n` to the number of indices (written here without subtraction). -/
theorem transformCost_swap (n a b : ℕ) (l : List ℕ) :
    transformCost n (b :: a :: l) + a * n ^ (l.length + 2) =
      transformCost n (a :: b :: l) + b * n ^ (l.length + 2) := by
  simp only [transformCost, List.length_cons]
  ring

/-- After the same first step, the cheaper of two ways to transform the same number of remaining
indices gives a total cost that is no larger. -/
theorem transformCost_cons_le (n d : ℕ) {l l' : List ℕ} (hlen : l.length = l'.length)
    (h : transformCost n l ≤ transformCost n l') :
    transformCost n (d :: l) ≤ transformCost n (d :: l') := by
  simp only [transformCost, hlen]
  exact Nat.mul_le_mul_left d (Nat.add_le_add_left h _)

/-- Transforming an index earlier, ahead of all indices that preceded it, does not raise the cost
if its new length is at most each of theirs. -/
theorem transformCost_move_front (n a : ℕ) (s r : List ℕ) (h : ∀ b ∈ s, a ≤ b) :
    transformCost n (a :: (s ++ r)) ≤ transformCost n (s ++ a :: r) := by
  induction s with
  | nil => exact le_refl _
  | cons b s ih =>
    have hab : a ≤ b := h b (by simp)
    -- first exchange `a` with its neighbour `b`, then move it past the rest
    have h1 : transformCost n (a :: b :: (s ++ r)) ≤ transformCost n (b :: a :: (s ++ r)) := by
      have e := transformCost_swap n a b (s ++ r)
      have hm := Nat.mul_le_mul_right (n ^ ((s ++ r).length + 2)) hab
      linarith
    have h2 : transformCost n (b :: a :: (s ++ r)) ≤ transformCost n (b :: (s ++ a :: r)) :=
      transformCost_cons_le n b List.perm_middle.length_eq.symm
        (ih (fun c hc => h c (List.mem_cons_of_mem b hc)))
    exact h1.trans h2

/-- Among all orderings of given new lengths, a nondecreasing ordering has the least total
transformation cost. -/
theorem nondecreasing_optimal (n : ℕ) {l l' : List ℕ} (hs : l.Pairwise (· ≤ ·))
    (hp : l'.Perm l) : transformCost n l ≤ transformCost n l' := by
  induction l generalizing l' with
  | nil => simp [transformCost]
  | cons a t ih =>
    obtain ⟨hat, ht⟩ := List.pairwise_cons.mp hs
    -- locate the smallest length `a` in the competing ordering
    have ha : a ∈ l' := hp.mem_iff.mpr (by simp)
    obtain ⟨s, r, rfl⟩ := List.append_of_mem ha
    have hq : (s ++ r).Perm t := (List.perm_middle.symm.trans hp).cons_inv
    have hmin : ∀ b ∈ s, a ≤ b := fun b hb =>
      hat b (hq.mem_iff.mp (List.mem_append_left r hb))
    -- compare the remainders, then bring `a` to the front
    exact (transformCost_cons_le n a hq.length_eq.symm (ih ht hq)).trans
      (transformCost_move_front n a s r hmin)

/-- If the old length and all new lengths are positive, every ordering of least total cost is
nondecreasing. -/
theorem nondecreasing_of_optimal {n : ℕ} (hn : 0 < n) (l : List ℕ) (hpos : ∀ d ∈ l, 0 < d)
    (hopt : ∀ l' : List ℕ, l'.Perm l → transformCost n l ≤ transformCost n l') :
    l.Pairwise (· ≤ ·) := by
  induction l with
  | nil => exact List.Pairwise.nil
  | cons a t ih =>
    have ha : 0 < a := hpos a (by simp)
    -- the tail of an optimal ordering is itself optimal
    have ht : t.Pairwise (· ≤ ·) := by
      apply ih (fun b hb => hpos b (List.mem_cons_of_mem a hb))
      intro t' hp
      have h := hopt (a :: t') (hp.cons a)
      simp only [transformCost, hp.length_eq] at h
      have h' := Nat.le_of_mul_le_mul_left h ha
      linarith
    cases t with
    | nil => simp
    | cons b r =>
      -- the exchange identity orders the first two lengths
      have hab : a ≤ b := by
        have h := hopt (b :: a :: r) (List.Perm.swap a b r)
        have e := transformCost_swap n a b r
        have hm : a * n ^ (r.length + 2) ≤ b * n ^ (r.length + 2) := by linarith
        exact Nat.le_of_mul_le_mul_right hm (pow_pos hn _)
      refine List.pairwise_cons.mpr ⟨fun c hc => ?_, ht⟩
      rcases List.mem_cons.mp hc with hcb | hcr
      · rw [hcb]
        exact hab
      · exact hab.trans ((List.pairwise_cons.mp ht).1 c hcr)

/-- With two occupied indices of length `o` and two virtual indices of length `v`, where `o ≤ v`,
transforming both occupied indices first costs no more than any other ordering. -/
theorem occupied_first_optimal (n : ℕ) {o v : ℕ} (hov : o ≤ v) {l : List ℕ}
    (hp : l.Perm [o, o, v, v]) :
    transformCost n [o, o, v, v] ≤ transformCost n l :=
  nondecreasing_optimal n (by simp [hov]) hp

end IntegralTransformation
```

```lean
#print axioms IntegralTransformation.transformCost_eq_sum
#print axioms IntegralTransformation.transformCost_four
#print axioms IntegralTransformation.nondecreasing_of_optimal
#print axioms IntegralTransformation.occupied_first_optimal
```

```
'IntegralTransformation.transformCost_eq_sum' depends on axioms: [propext, Classical.choice, Quot.sound]
'IntegralTransformation.transformCost_four' depends on axioms: [propext]
'IntegralTransformation.nondecreasing_of_optimal' depends on axioms: [propext, Classical.choice, Quot.sound]
'IntegralTransformation.occupied_first_optimal' depends on axioms: [propext, Classical.choice, Quot.sound]
```

## How the lemmas carry the argument

`transformCost_eq_sum` shows that the recursive definition gives the sum over steps, with $k$ running from $0$ as above. In the file, `(l.take (k + 1)).prod` is the product $d_1\cdots d_{k+1}$. The proof is by induction on the list. `Finset.sum_range_succ'` splits off the step $k=0$, and the auxiliary equation `hs` takes the common factor `d` out of all later steps. `transformCost_four` unfolds the definition for four indices and leaves the algebra to `ring`. These two theorems tie the definition to the cost formula; the optimality proofs work with the recursion directly.

`transformCost_swap` is the exchange identity. Subtraction of natural numbers stops at zero, so the identity is written with a term added on each side. After unfolding, it is again a matter for `ring`. `transformCost_cons_le` is the remark about a common first step. Its hypothesis `hlen` makes the two first steps equally expensive, and what remains is that adding a constant and multiplying by `d` preserve an inequality.

`transformCost_move_front` is the induction on $s$. Its two intermediate facts are the two inequalities of the derivation: `h1` exchanges `a` with its neighbour `b`, with `linarith` combining the exchange identity and $a\,n^m\le b\,n^m$, and `h2` applies the induction hypothesis behind the first step `b`.

In `nondecreasing_optimal` the induction runs over the sorted list, with the competitor `l'` left general, because the competitor changes from one stage to the next. `List.append_of_mem` writes the competitor as `s ++ a :: r`. The fact `hq` removes `a` from both lists and records that `s ++ r` is a permutation of the tail `t`. From this, `hmin` concludes that `a` is at most every entry of `s`. The last two lines chain the two inequalities $C(a,t)\le C(a,s,r)\le C(s,a,r)$.

`nondecreasing_of_optimal` follows the converse. To show that the tail is optimal, the proof applies `hopt` to `a :: t'`, and `Nat.le_of_mul_le_mul_left` cancels the positive factor `a`. For the first two entries it applies `hopt` to the exchanged list, and `Nat.le_of_mul_le_mul_right` cancels the positive power of `n`. These two cancellations are where the positivity hypotheses are used. The closing lines extend $a\le b$ to all later entries by transitivity.

`occupied_first_optimal` is `nondecreasing_optimal` for the list `[o, o, v, v]`, which `simp` recognises as nondecreasing from the hypothesis `hov`.
